# A chain with alternating masses and equal springs K has the same Bloch characteristic polynomial as a unit-mass chain with springs K/m₁ and K/m₂

In a chain with alternating masses m₁, m₂ and equal springs K, displace every m₁ atom in proportion to m₂ and every m₂ atom in proportion to −m₁: the springs are alternately compressed and stretched by equal amounts, and the pattern oscillates with squared frequency 2K(1/m₁ + 1/m₂). Now let these elongations be the displacements of unit masses joined by alternating springs K/m₂ and K/m₁: neighbours move oppositely, and the squared frequency is 2(K/m₂ + K/m₁), the same value.

```lean
import Mathlib

open Matrix Polynomial

namespace DiatomicChainDuality

noncomputable section

/-- Newton's equations for harmonic motion with squared frequency `y` on the infinite chain with
masses `m₁`, `m₂` (displacements `u n`, `v n` in cell `n`), spring `K₁` inside each cell and
spring `K₂` between neighbouring cells. -/
def IsMode (m₁ m₂ K₁ K₂ y : ℝ) (u v : ℤ → ℂ) : Prop :=
  ∀ n : ℤ, (m₁ : ℂ) * y * u n = K₁ * (u n - v n) + K₂ * (u n - v (n - 1)) ∧
    (m₂ : ℂ) * y * v n = K₁ * (v n - u n) + K₂ * (v n - u (n + 1))

/-- The mass-weighted Bloch matrix of the chain with alternating masses `m₁`, `m₂` and
alternating springs `K₁`, `K₂`, at phase `x` per unit cell. -/
def blochMatrix (m₁ m₂ K₁ K₂ x : ℝ) : Matrix (Fin 2) (Fin 2) ℂ :=
  !![((K₁ : ℂ) + K₂) / m₁,
      -((K₁ : ℂ) + K₂ * Complex.exp (-(x * Complex.I))) / (((√m₁ : ℝ) : ℂ) * ((√m₂ : ℝ) : ℂ));
    -((K₁ : ℂ) + K₂ * Complex.exp (x * Complex.I)) / (((√m₁ : ℝ) : ℂ) * ((√m₂ : ℝ) : ℂ)),
      ((K₁ : ℂ) + K₂) / m₂]

/-- The square of the complex number `√m` is `m` for a positive mass. -/
lemma sqrt_mass_sq {m : ℝ} (hm : 0 < m) : (((√m : ℝ) : ℂ)) ^ 2 = (m : ℂ) := by
  rw [← Complex.ofReal_pow, Real.sq_sqrt hm.le]

/-- A plane wave with amplitudes `a`, `b` solves Newton's equations with squared frequency `y`
exactly when `(√m₁ a, √m₂ b)` satisfies the eigenvalue equation of the Bloch matrix. -/
theorem planeWave_isMode_iff {m₁ m₂ : ℝ} (h₁ : 0 < m₁) (h₂ : 0 < m₂) (K₁ K₂ x y : ℝ) (a b : ℂ) :
    IsMode m₁ m₂ K₁ K₂ y (fun n => a * Complex.exp ((n : ℂ) * (x * Complex.I)))
        (fun n => b * Complex.exp ((n : ℂ) * (x * Complex.I))) ↔
      blochMatrix m₁ m₂ K₁ K₂ x *ᵥ ![((√m₁ : ℝ) : ℂ) * a, ((√m₂ : ℝ) : ℂ) * b] =
        (y : ℂ) • ![((√m₁ : ℝ) : ℂ) * a, ((√m₂ : ℝ) : ℂ) * b] := by
  have q₁ := sqrt_mass_sq h₁
  have q₂ := sqrt_mass_sq h₂
  have s₁ : ((√m₁ : ℝ) : ℂ) ≠ 0 := Complex.ofReal_ne_zero.mpr (Real.sqrt_pos.mpr h₁).ne'
  have s₂ : ((√m₂ : ℝ) : ℂ) ≠ 0 := Complex.ofReal_ne_zero.mpr (Real.sqrt_pos.mpr h₂).ne'
  -- moving by one cell multiplies the wave by a Bloch phase
  have hE₁ : ∀ n : ℤ, Complex.exp (((n - 1 : ℤ) : ℂ) * (x * Complex.I)) =
      Complex.exp ((n : ℂ) * (x * Complex.I)) * Complex.exp (-(x * Complex.I)) := by
    intro n
    rw [← Complex.exp_add]
    congr 1
    push_cast
    ring
  have hE₂ : ∀ n : ℤ, Complex.exp (((n + 1 : ℤ) : ℂ) * (x * Complex.I)) =
      Complex.exp ((n : ℂ) * (x * Complex.I)) * Complex.exp (x * Complex.I) := by
    intro n
    rw [← Complex.exp_add]
    congr 1
    push_cast
    ring
  simp only [IsMode, hE₁, hE₂, blochMatrix]
  generalize Complex.exp (-(x * Complex.I)) = q
  generalize Complex.exp (x * Complex.I) = p
  -- the action of the Bloch matrix on the mass-weighted amplitudes
  have hv : !![((K₁ : ℂ) + K₂) / m₁, -((K₁ : ℂ) + K₂ * q) / (((√m₁ : ℝ) : ℂ) * ((√m₂ : ℝ) : ℂ));
      -((K₁ : ℂ) + K₂ * p) / (((√m₁ : ℝ) : ℂ) * ((√m₂ : ℝ) : ℂ)), ((K₁ : ℂ) + K₂) / m₂] *ᵥ
      ![((√m₁ : ℝ) : ℂ) * a, ((√m₂ : ℝ) : ℂ) * b] =
      ![(((K₁ : ℂ) + K₂) * a - (K₁ + K₂ * q) * b) / ((√m₁ : ℝ) : ℂ),
        (((K₁ : ℂ) + K₂) * b - (K₁ + K₂ * p) * a) / ((√m₂ : ℝ) : ℂ)] := by
    rw [← q₁, ← q₂]
    generalize ((√m₁ : ℝ) : ℂ) = r₁ at s₁ ⊢
    generalize ((√m₂ : ℝ) : ℂ) = r₂ at s₂ ⊢
    ext i
    fin_cases i <;> simp [Matrix.mulVec, dotProduct, Fin.sum_univ_two] <;> field_simp <;> ring
  rw [hv]
  constructor
  · intro h
    obtain ⟨e₁, e₂⟩ := h 0
    have hne := Complex.exp_ne_zero (((0 : ℤ) : ℂ) * (x * Complex.I))
    have A : (m₁ : ℂ) * y * a = (K₁ + K₂) * a - (K₁ + K₂ * q) * b :=
      mul_right_cancel₀ hne (by linear_combination e₁)
    have B : (m₂ : ℂ) * y * b = (K₁ + K₂) * b - (K₁ + K₂ * p) * a :=
      mul_right_cancel₀ hne (by linear_combination e₂)
    ext i
    fin_cases i
    · change _ / _ = (y : ℂ) * (((√m₁ : ℝ) : ℂ) * a)
      rw [div_eq_iff s₁]
      linear_combination -A - y * a * q₁
    · change _ / _ = (y : ℂ) * (((√m₂ : ℝ) : ℂ) * b)
      rw [div_eq_iff s₂]
      linear_combination -B - y * b * q₂
  · intro h n
    have A : (((K₁ : ℂ) + K₂) * a - (K₁ + K₂ * q) * b) / ((√m₁ : ℝ) : ℂ) =
      y * (((√m₁ : ℝ) : ℂ) * a) := congrFun h 0
    have B : (((K₁ : ℂ) + K₂) * b - (K₁ + K₂ * p) * a) / ((√m₂ : ℝ) : ℂ) =
      y * (((√m₂ : ℝ) : ℂ) * b) := congrFun h 1
    rw [div_eq_iff s₁] at A
    rw [div_eq_iff s₂] at B
    generalize Complex.exp ((n : ℂ) * (x * Complex.I)) = E
    constructor
    · linear_combination (-E) * A - y * a * E * q₁
    · linear_combination (-E) * B - y * b * E * q₂

/-- The characteristic polynomial of the Bloch matrix for arbitrary alternating springs and
positive alternating masses. -/
theorem blochMatrix_charpoly {m₁ m₂ : ℝ} (h₁ : 0 < m₁) (h₂ : 0 < m₂) (K₁ K₂ x : ℝ) :
    (blochMatrix m₁ m₂ K₁ K₂ x).charpoly =
      X ^ 2 - C (((K₁ + K₂) * (1 / m₁ + 1 / m₂) : ℝ) : ℂ) * X
        + C ((2 * K₁ * K₂ * (1 - Real.cos x) / (m₁ * m₂) : ℝ) : ℂ) := by
  have ht : (blochMatrix m₁ m₂ K₁ K₂ x).trace = (((K₁ + K₂) * (1 / m₁ + 1 / m₂) : ℝ) : ℂ) := by
    rw [blochMatrix, Matrix.trace_fin_two_of]
    push_cast
    ring
  have hd : (blochMatrix m₁ m₂ K₁ K₂ x).det =
      ((2 * K₁ * K₂ * (1 - Real.cos x) / (m₁ * m₂) : ℝ) : ℂ) := by
    have q₁ := sqrt_mass_sq h₁
    have q₂ := sqrt_mass_sq h₂
    -- the two Bloch phases are inverse to each other and add up to `2 cos x`
    have he : Complex.exp (-(x * Complex.I)) * Complex.exp (x * Complex.I) = 1 := by
      rw [← Complex.exp_add, neg_add_cancel, Complex.exp_zero]
    have hc : Complex.exp (x * Complex.I) + Complex.exp (-(x * Complex.I)) =
        2 * Complex.cos x := by
      rw [Complex.cos, neg_mul]
      ring
    rw [blochMatrix, Matrix.det_fin_two_of, div_mul_div_comm (-_) _ (-_) _]
    have hden : ((√m₁ : ℝ) : ℂ) * ((√m₂ : ℝ) : ℂ) * (((√m₁ : ℝ) : ℂ) * ((√m₂ : ℝ) : ℂ)) =
        (m₁ : ℂ) * m₂ := by
      linear_combination ((√m₂ : ℝ) : ℂ) ^ 2 * q₁ + (m₁ : ℂ) * q₂
    have hnum : -((K₁ : ℂ) + K₂ * Complex.exp (-(x * Complex.I))) *
        -((K₁ : ℂ) + K₂ * Complex.exp (x * Complex.I)) =
        (K₁ : ℂ) ^ 2 + K₂ ^ 2 + 2 * K₁ * K₂ * Complex.cos x := by
      linear_combination (K₂ : ℂ) ^ 2 * he + (K₁ : ℂ) * K₂ * hc
    rw [hden, hnum]
    push_cast
    ring
  rw [Matrix.charpoly_fin_two, ht, hd]

/-- Mass-spring duality: the chain with alternating masses `m₁`, `m₂` and equal springs `K` and
the unit-mass chain with alternating springs `K/m₁`, `K/m₂` have Bloch matrices with the same
characteristic polynomial at every phase `x`. -/
theorem mass_spring_duality {m₁ m₂ : ℝ} (h₁ : 0 < m₁) (h₂ : 0 < m₂) (K x : ℝ) :
    (blochMatrix m₁ m₂ K K x).charpoly = (blochMatrix 1 1 (K / m₁) (K / m₂) x).charpoly := by
  rw [blochMatrix_charpoly h₁ h₂, blochMatrix_charpoly one_pos one_pos]
  have e₁ : (K + K) * (1 / m₁ + 1 / m₂) = (K / m₁ + K / m₂) * (1 / 1 + 1 / 1) := by ring
  have e₂ : 2 * K * K * (1 - Real.cos x) / (m₁ * m₂) =
      2 * (K / m₁) * (K / m₂) * (1 - Real.cos x) / (1 * 1) := by ring
  rw [e₁, e₂]

/-- If `u`, `v` solve Newton's equations of the chain with masses `m₁`, `m₂` and equal springs `K`,
their spring elongations, taken as displacements, solve those of the unit-mass chain with springs
`K/m₂`, `K/m₁`, with the same squared frequency `y`. The elongations may all be zero. -/
theorem elongations_isMode {m₁ m₂ K y : ℝ} (h₁ : 0 < m₁) (h₂ : 0 < m₂) {u v : ℤ → ℂ}
    (h : IsMode m₁ m₂ K K y u v) :
    IsMode 1 1 (K / m₂) (K / m₁) y (fun n => v n - u n) (fun n => u (n + 1) - v n) := by
  have c₁ : (m₁ : ℂ) ≠ 0 := Complex.ofReal_ne_zero.mpr h₁.ne'
  have c₂ : (m₂ : ℂ) ≠ 0 := Complex.ofReal_ne_zero.mpr h₂.ne'
  -- accelerations of the two kinds of atoms
  have hu : ∀ n, (y : ℂ) * u n = K / m₁ * (2 * u n - v n - v (n - 1)) := by
    intro n
    rw [div_mul_eq_mul_div, eq_div_iff c₁]
    linear_combination (h n).1
  have hv : ∀ n, (y : ℂ) * v n = K / m₂ * (2 * v n - u n - u (n + 1)) := by
    intro n
    rw [div_mul_eq_mul_div, eq_div_iff c₂]
    linear_combination (h n).2
  intro n
  constructor
  · push_cast
    simp only [sub_add_cancel]
    linear_combination hv n - hu n
  · have hn := hu (n + 1)
    rw [add_sub_cancel_right] at hn
    push_cast
    linear_combination hn - hv n

/-- With equal springs `K`, the uniform displacements `m₂` and `-m₁` of the two sublattices form
a mode with squared frequency `2K(1/m₁ + 1/m₂)`. -/
theorem isMode_witness {m₁ m₂ : ℝ} (h₁ : 0 < m₁) (h₂ : 0 < m₂) (K : ℝ) :
    IsMode m₁ m₂ K K (2 * K * (1 / m₁ + 1 / m₂)) (fun _ => (m₂ : ℂ)) (fun _ => -(m₁ : ℂ)) := by
  have c₁ : (m₁ : ℂ) ≠ 0 := Complex.ofReal_ne_zero.mpr h₁.ne'
  have c₂ : (m₂ : ℂ) ≠ 0 := Complex.ofReal_ne_zero.mpr h₂.ne'
  intro n
  constructor <;> push_cast <;> field_simp <;> ring

/-- Two monic quadratics agree only if their coefficients agree. -/
lemma quadratic_coeffs {a b a' b' : ℂ}
    (h : (X ^ 2 - C a * X + C b : ℂ[X]) = X ^ 2 - C a' * X + C b') : a = a' ∧ b = b' := by
  have e₀ := congrArg (Polynomial.eval 0) h
  have e₁ := congrArg (Polynomial.eval 1) h
  simp only [eval_add, eval_sub, eval_mul, eval_pow, eval_X, eval_C] at e₀ e₁
  exact ⟨by linear_combination e₀ - e₁, by linear_combination e₀⟩

/-- At any phase with `cos x ≠ 1`, a unit-mass chain with springs `k₁`, `k₂` shares the
characteristic polynomial of the mass chain exactly when its springs are `K/m₁` and `K/m₂`, in
either order. -/
theorem dual_springs_unique {m₁ m₂ : ℝ} (h₁ : 0 < m₁) (h₂ : 0 < m₂) (K k₁ k₂ : ℝ) {x : ℝ}
    (hx : Real.cos x ≠ 1) :
    (blochMatrix m₁ m₂ K K x).charpoly = (blochMatrix 1 1 k₁ k₂ x).charpoly ↔
      (k₁ = K / m₁ ∧ k₂ = K / m₂) ∨ (k₁ = K / m₂ ∧ k₂ = K / m₁) := by
  constructor
  · intro h
    rw [blochMatrix_charpoly h₁ h₂, blochMatrix_charpoly one_pos one_pos] at h
    obtain ⟨ha, hb⟩ := quadratic_coeffs h
    have ha' := Complex.ofReal_injective ha
    have hb' := Complex.ofReal_injective hb
    -- the coefficients fix the sum and the product of the two springs
    have hs : k₁ + k₂ = K / m₁ + K / m₂ := by linear_combination -(1 / 2) * ha'
    have hp : k₁ * k₂ = K / m₁ * (K / m₂) :=
      mul_right_cancel₀ (sub_ne_zero.mpr hx.symm) (by linear_combination -(1 / 2) * hb')
    have hz : (k₁ - K / m₁) * (k₁ - K / m₂) = 0 := by linear_combination k₁ * hs - hp
    rcases mul_eq_zero.mp hz with h | h
    · exact Or.inl ⟨by linear_combination h, by linear_combination hs - h⟩
    · exact Or.inr ⟨by linear_combination h, by linear_combination hs - h⟩
  · rintro (⟨rfl, rfl⟩ | ⟨rfl, rfl⟩)
    · exact mass_spring_duality h₁ h₂ K x
    · rw [mass_spring_duality h₁ h₂, blochMatrix_charpoly one_pos one_pos,
        blochMatrix_charpoly one_pos one_pos, add_comm (K / m₁) (K / m₂),
        show 2 * (K / m₁) * (K / m₂) = 2 * (K / m₂) * (K / m₁) by ring]

end

end DiatomicChainDuality
```

```lean
#print axioms DiatomicChainDuality.planeWave_isMode_iff
#print axioms DiatomicChainDuality.mass_spring_duality
#print axioms DiatomicChainDuality.elongations_isMode
#print axioms DiatomicChainDuality.dual_springs_unique
```

```
'DiatomicChainDuality.planeWave_isMode_iff' depends on axioms: [propext, Classical.choice, Quot.sound]
'DiatomicChainDuality.mass_spring_duality' depends on axioms: [propext, Classical.choice, Quot.sound]
'DiatomicChainDuality.elongations_isMode' depends on axioms: [propext, Classical.choice, Quot.sound]
'DiatomicChainDuality.dual_springs_unique' depends on axioms: [propext, Classical.choice, Quot.sound]
```

## Two chains in one family of matrices

The central theorem, `mass_spring_duality`, says that for positive m₁ and m₂, and for any real K and x, the two chains have Bloch matrices with the same characteristic polynomial. Their squared frequencies therefore agree at every phase x, including multiplicity. The matrices themselves are in general different, and so are their eigenvectors.

Both chains are special cases of `blochMatrix m₁ m₂ K₁ K₂ x`. Each unit cell n contains an atom of mass m₁ with displacement u(n) and an atom of mass m₂ with displacement v(n). The spring K₁ joins them inside the cell, and K₂ joins v(n) to u(n+1) in the next cell. The real number x is the phase gained per unit cell, that is, wavenumber times cell length. Both atoms of a cell carry the same phase factor, whatever their positions within it.

A spring constant stands for the curvature of the bond energy at equilibrium. A stable bond has K > 0, but the algebra does not need this sign. The masses must be positive because the matrix contains their square roots and divides by them. In the dual chain the mass is set to 1, so its spring constants K/m₁ and K/m₂ have the dimension of a squared frequency.

The predicate `IsMode` expresses Newton's equations after the time dependence exp(−iωt) has been removed, with y = ω²:

m₁ y u(n) = K₁(u(n) − v(n)) + K₂(u(n) − v(n−1))

m₂ y v(n) = K₁(v(n) − u(n)) + K₂(v(n) − u(n+1))

The displacements are complex functions on the integers, so the chain is infinite. The predicate admits the zero displacement and does not require bounded displacements. The model is one-dimensional and harmonic with nearest-neighbour springs; finite chains with ends are not treated.

Within this model, the squared frequencies alone cannot tell alternating masses with equal springs from equal masses with alternating springs. A fit to the dispersion curve does not decide between these two descriptions without further information, such as the masses.

## From Newton's equations to the Bloch matrix

Take a plane wave u(n) = a exp(inx), v(n) = b exp(inx). Moving by one cell multiplies it by exp(ix) or exp(−ix). After the common factor exp(inx) is cancelled, Newton's equations become

m₁ y a = (K₁ + K₂)a − (K₁ + K₂ exp(−ix))b

m₂ y b = (K₁ + K₂)b − (K₁ + K₂ exp(ix))a

Put A = √m₁ a and B = √m₂ b, and divide the first equation by √m₁ and the second by √m₂:

y A = (K₁ + K₂)/m₁ · A − (K₁ + K₂ exp(−ix))/(√m₁ √m₂) · B

y B = −(K₁ + K₂ exp(ix))/(√m₁ √m₂) · A + (K₁ + K₂)/m₂ · B

The coefficients are the entries of `blochMatrix`. The theorem `planeWave_isMode_iff` states this equivalence in both directions; for amplitudes that are not both zero, (A, B) is an eigenvector with eigenvalue y.

In the proof, `hE₁` and `hE₂` supply the phase factors for a shift by one cell, and `hv` computes the action of the matrix on the weighted amplitudes. From mode to eigenvector, the proof takes the equations in cell 0 and cancels the nonzero exponential. In the other direction it multiplies the eigenvalue equations by the exponential of an arbitrary cell. The lemma `sqrt_mass_sq` turns (√m)² back into m.

## Trace, determinant and duality

A 2×2 matrix has characteristic polynomial λ² − (trace)λ + (determinant), where λ is the variable that Lean writes as `X`. The trace is

(K₁ + K₂)(1/m₁ + 1/m₂).

For the determinant, the product of the two phase factors is 1 and their sum is 2 cos x, so

(K₁ + K₂ exp(−ix))(K₁ + K₂ exp(ix)) = K₁² + K₂² + 2K₁K₂ cos x.

Subtracting this from (K₁ + K₂)² and dividing by m₁m₂ gives the determinant

2K₁K₂(1 − cos x)/(m₁m₂).

This is `blochMatrix_charpoly`. Its steps `he` and `hc` are the product and sum of the phase factors, `hnum` is the expanded product, and `hden` removes the square roots from the denominator.

For masses m₁, m₂ and equal springs K, the trace and determinant are

2K(1/m₁ + 1/m₂) and 2K²(1 − cos x)/(m₁m₂).

For unit masses and springs K/m₁, K/m₂, they are

2(K/m₁ + K/m₂) and 2(K/m₁)(K/m₂)(1 − cos x).

The two pairs are equal. The proof of `mass_spring_duality` inserts the general polynomial on both sides and checks these two equalities as `e₁` and `e₂`.

## Elongations as the displacements of the dual chain

The comparison of coefficients has a mechanical origin. Define the elongations of the springs inside and between cells by

p(n) = v(n) − u(n), q(n) = u(n+1) − v(n).

Divided by the masses, Newton's equations for equal springs read

y u(n) = (K/m₁)(q(n−1) − p(n))

y v(n) = (K/m₂)(p(n) − q(n))

Subtracting the first from the second gives

y p(n) = (K/m₂)(p(n) − q(n)) + (K/m₁)(p(n) − q(n−1)).

Subtracting the second from the first taken at n+1 gives

y q(n) = (K/m₂)(q(n) − p(n)) + (K/m₁)(q(n) − p(n+1)).

These are Newton's equations for unit masses with spring K/m₂ inside each cell and K/m₁ between cells. Each spring of the original chain has become a mass, and each atom of mass m has become a spring K/m between the two elongations on either side of it. That is why K/m₂ comes first here; exchanging the two springs leaves the characteristic polynomial unchanged.

The theorem `elongations_isMode` proves this for every solution on the infinite chain, not only for plane waves. Its steps `hu` and `hv` are the equations divided by the masses, and the final `linear_combination` steps are the two subtractions. A uniform translation has zero elongations, so the map loses that zero-frequency motion.

The theorem `isMode_witness` verifies the opening example: the displacements m₂ and −m₁ satisfy Newton's equations with y = 2K(1/m₁ + 1/m₂). This is the optical mode at x = 0, where all cells move alike.

## How far the spectrum fixes the springs

Suppose a unit-mass chain with springs k₁, k₂ has the same characteristic polynomial as the mass chain at one phase x with cos x ≠ 1. Equal linear coefficients give

k₁ + k₂ = K/m₁ + K/m₂.

Equal constant terms, after division by the nonzero factor 2(1 − cos x), give

k₁k₂ = (K/m₁)(K/m₂).

Hence

(k₁ − K/m₁)(k₁ − K/m₂) = k₁² − (k₁ + k₂)k₁ + k₁k₂ = 0.

So k₁ is K/m₁ or K/m₂, and the sum fixes k₂ as the other one. The theorem `dual_springs_unique` states this together with its converse: the polynomials agree exactly when the springs are K/m₁ and K/m₂ in either order. At cos x = 1 both constant terms vanish, and only the sum of the springs is determined.

The lemma `quadratic_coeffs` extracts the coefficients by evaluating both polynomials at 0 and 1. The steps `hs`, `hp` and `hz` are then the sum, the product and the factorised equation. The converse follows from the duality theorem and, for the exchanged order, from the symmetry of the sum and product.
